# For the density n₀ exp(−k rᵐ), r times the LB94 correction tends to −m

The LB94 correction is added to a local exchange-correlation potential to give it the tail $-1/r$ that the exact exchange-correlation potential has far from an atom. Anyone who takes this tail to be built into the formula, whatever the density, is wrong by a factor of two when the density falls off as a Gaussian: there the correction behaves as $-2/r$. The coefficient comes from the shape of the density.

The densities treated here are $n(r)=n_0\,e^{-k r^m}$ with $n_0,k>0$ and $m$ a natural number. Atomic units are used throughout, and $r$ is the distance from the nucleus. For electronic-structure practice, the result says what the asymptotic correction does far out when the density is a single exponential or a single Gaussian.

```lean
import Mathlib

open Filter Topology

namespace LB94Tail

noncomputable section
```

## The correction and the model density

For a radial density the magnitude of the gradient is $|n'(r)|$, and the dimensionless reduced gradient is

$$x(r)=\frac{|n'(r)|}{n(r)^{4/3}} .$$

In Lean a density is a function `ℝ → ℝ`, and `deriv n r` is its actual derivative, not a separate input. Only large positive $r$ matters below.

```lean
/-- The reduced gradient `x = |n'| / n^(4/3)` of a radial density `n`. -/
def reducedGradient (n : ℝ → ℝ) (r : ℝ) : ℝ :=
  |deriv n r| / (n r) ^ (4 / 3 : ℝ)
```

The correction is

$$v(r)=-\,\frac{b\,n^{1/3}x^2}{1+3b\,x\,\operatorname{arsinh}x},\qquad b>0 .$$

Here $n$ is the density of the electrons of one spin; in a closed shell it is half the total density and has the same shape. The constant $b$ sets the strength of the correction where the density varies slowly, since $v\approx -b\,n^{1/3}x^2$ for small $x$. The definition accepts any real $b$; the theorems assume that it is positive.

```lean
/-- The LB94 gradient correction `-b n^(1/3) x² / (1 + 3 b x arsinh x)` to the
exchange-correlation potential, in atomic units. -/
def lb94Correction (b : ℝ) (n : ℝ → ℝ) (r : ℝ) : ℝ :=
  -b * (n r) ^ (1 / 3 : ℝ) * reducedGradient n r ^ 2 /
    (1 + 3 * b * reducedGradient n r * Real.arsinh (reducedGradient n r))
```

The model density has three parameters. The prefactor $n_0$ sets its scale and, for $m\ge1$, $k$ sets its rate of decay, while $m$ fixes the shape: $m=1$ is the exponential decay typical of atoms, and $m=2$ is a Gaussian.

```lean
/-- The model density `n0 exp(-k r^m)`: exponential for `m = 1`, Gaussian for `m = 2`. -/
def tailDensity (n0 k : ℝ) (m : ℕ) : ℝ → ℝ :=
  fun r => n0 * Real.exp (-(k * r ^ m))
```

## Removing the fractional powers

Since $n^{4/3}=n\cdot n^{1/3}$ for $n>0$,

$$n^{1/3}x=\frac{n^{1/3}|n'|}{n\cdot n^{1/3}}=\frac{|n'|}{n}.$$

One factor of $x$ in the numerator of $v$ therefore combines with $n^{1/3}$ to give the logarithmic gradient. The Lean proof splits the power $4/3$ as $1+1/3$ and cancels the common factor.

```lean
/-- Where the density is positive, `n^(1/3) x` is the logarithmic gradient `|n'| / n`. -/
theorem cbrt_mul_reducedGradient {n : ℝ → ℝ} {r : ℝ} (h : 0 < n r) :
    (n r) ^ (1 / 3 : ℝ) * reducedGradient n r = |deriv n r| / n r := by
  have h43 : (n r) ^ (4 / 3 : ℝ) = n r * (n r) ^ (1 / 3 : ℝ) := by
    rw [show (4 / 3 : ℝ) = 1 + 1 / 3 by norm_num, Real.rpow_add h, Real.rpow_one]
  have hc : 0 < (n r) ^ (1 / 3 : ℝ) := Real.rpow_pos_of_pos h _
  unfold reducedGradient
  rw [h43, mul_div_assoc', mul_comm (n r), mul_div_mul_left _ _ hc.ne']
```

## From the logarithmic gradient to the tail

Write $A=\operatorname{arsinh}x$ and $D=1+3b\,xA$. By the identity above,

$$r\,v=-\,\frac{r\,|n'|/n}{A}\cdot\frac{b\,xA}{D},\qquad \frac{b\,xA}{D}=\frac13\left(1-\frac1D\right).$$

Suppose that $x\to\infty$. Once $x\ge1$, we have $xA\ge x\operatorname{arsinh}1$, so $D\to\infty$ and the second factor tends to $1/3$. If the first ratio tends to $3L$, then $r\,v\to-L$. The constant $b$ has dropped out.

The theorem states this for any density that is positive at all sufficiently large $r$; no particular decay law is assumed. Its hypotheses `hx` and `hL` are the two limits just used. `Tendsto … atTop (𝓝 (-L))` is the limit as $r\to\infty$, and `∀ᶠ r in atTop` means "for all sufficiently large $r$". In the proof, `hy` and `hD` give the divergence of $xA$ and $D$, `hF` gives the limit $1/3$, and `alg` is the factorisation of $r\,v$.

```lean
/-- Let `b > 0` and let `n` be positive at all large `r`. If the reduced gradient tends to infinity
and `r (|n'|/n) / arsinh x` tends to `3 L`, then `r` times the LB94 correction tends to `-L`. -/
theorem lb94_tail_of_log_gradient {b L : ℝ} {n : ℝ → ℝ} (hb : 0 < b)
    (hn : ∀ᶠ r in atTop, 0 < n r) (hx : Tendsto (reducedGradient n) atTop atTop)
    (hL : Tendsto (fun r => r * (|deriv n r| / n r) / Real.arsinh (reducedGradient n r))
      atTop (𝓝 (3 * L))) :
    Tendsto (fun r => r * lb94Correction b n r) atTop (𝓝 (-L)) := by
  have h1 : 0 < Real.arsinh 1 := Real.arsinh_pos_iff.2 one_pos
  -- the product x arsinh x diverges, so the 1 in the denominator is negligible
  have hy : Tendsto (fun r => reducedGradient n r * Real.arsinh (reducedGradient n r))
      atTop atTop := by
    refine tendsto_atTop_mono' _ ?_ (hx.atTop_mul_const h1)
    filter_upwards [hx.eventually_ge_atTop 1] with r hr
    exact mul_le_mul_of_nonneg_left (Real.arsinh_le_arsinh.2 hr) (by linarith)
  have hD : Tendsto (fun r => 1 + 3 * b *
      (reducedGradient n r * Real.arsinh (reducedGradient n r))) atTop atTop :=
    tendsto_atTop_add_const_left _ _ (hy.const_mul_atTop (by positivity))
  have hF := ((tendsto_inv_atTop_zero.comp hD).const_sub 1).div_const 3
  have h := (hL.mul hF).neg
  rw [show -(3 * L * ((1 - 0) / 3)) = -L by ring] at h
  have alg : ∀ r c x A : ℝ, 0 < x → 0 < A →
      -(r * (c * x) / A * ((1 - (1 + 3 * b * (x * A))⁻¹) / 3)) =
        r * (-b * c * x ^ 2 / (1 + 3 * b * x * A)) := by
    intro r c x A hx hA
    have hpos : 0 < 1 + 3 * b * (x * A) := by positivity
    rw [show 3 * b * x * A = 3 * b * (x * A) by ring]
    field_simp
    ring
  refine h.congr' ?_
  filter_upwards [hn, hx.eventually_ge_atTop 1] with r hr hr1
  have hx0 : 0 < reducedGradient n r := by linarith
  rw [← cbrt_mul_reducedGradient hr]
  exact alg _ _ _ _ hx0 (Real.arsinh_pos_iff.2 hx0)
```

## Replacing arsinh by a logarithm

The definition of the inverse hyperbolic sine gives $e^{\operatorname{arsinh}x}=x+\sqrt{1+x^2}$. This is at least $x$. For $x\ge1$ we also have $1+x^2\le4x^2$, so the square root is at most $2x$ and the sum at most $3x$. Taking logarithms,

$$\log x\le\operatorname{arsinh}x\le\log x+\log3\qquad(x\ge1).$$

The constant $\log 3$ is not the sharpest possible, but any constant disappears after division by a growing power of $r$. The two halves of the Lean proof exponentiate the two inequalities in the same way.

```lean
/-- For `x ≥ 1`, `arsinh x` lies between `log x` and `log x + log 3`. -/
theorem arsinh_log_bounds {x : ℝ} (hx : 1 ≤ x) :
    Real.log x ≤ Real.arsinh x ∧ Real.arsinh x ≤ Real.log x + Real.log 3 := by
  have h0 : 0 < x := by linarith
  constructor
  · rw [Real.log_le_iff_le_exp h0, Real.exp_arsinh]
    linarith [Real.sqrt_nonneg (1 + x ^ 2)]
  · rw [← Real.log_mul h0.ne' (by norm_num), Real.le_log_iff_exp_le (by positivity),
      Real.exp_arsinh]
    have : √(1 + x ^ 2) ≤ 2 * x := Real.sqrt_le_iff.2 ⟨by linarith, by nlinarith⟩
    linarith
```

## The reduced gradient of the model density

For $m\ge1$ write $m=j+1$, as the file does. The chain rule gives

$$n'(r)=-k(j+1)r^j\,n(r),\qquad |n'(r)|=k(j+1)r^j\,n(r)\quad(r>0).$$

Lean assembles the derivative from the rules for powers, constant multiples and the exponential, then removes the absolute value by positivity.

```lean
/-- For `n0, k, r > 0`, the density `n0 exp(-k r^(j+1))` has gradient magnitude `k (j+1) r^j n(r)`
at `r`. -/
theorem abs_deriv_tailDensity {n0 k r : ℝ} (hn0 : 0 < n0) (hk : 0 < k) (hr : 0 < r) (j : ℕ) :
    |deriv (tailDensity n0 k (j + 1)) r| =
      k * ((j : ℝ) + 1) * r ^ j * tailDensity n0 k (j + 1) r := by
  have hd : HasDerivAt (tailDensity n0 k (j + 1))
      (-(k * ((j : ℝ) + 1) * r ^ j * tailDensity n0 k (j + 1) r)) r := by
    refine HasDerivAt.congr_deriv
      ((((hasDerivAt_pow (j + 1) r).const_mul k).fun_neg.exp).const_mul n0) ?_
    simp only [tailDensity, Nat.add_sub_cancel]
    push_cast
    ring
  have hN : 0 < tailDensity n0 k (j + 1) r := mul_pos hn0 (Real.exp_pos _)
  rw [hd.deriv, abs_neg, abs_of_pos (by positivity)]
```

Consequently $x=k(j+1)r^j\,n^{-1/3}$. With $\log n=\log n_0-k r^{j+1}$,

$$\log x=\log\bigl(k(j+1)\bigr)+j\log r+\frac{k r^{j+1}-\log n_0}{3}.$$

This is an exact formula for every $r>0$. The last term dominates at large $r$: the reduced gradient grows because the factor $n^{4/3}$ in its denominator decays faster than the gradient in its numerator, which is $n$ times a power of $r$.

```lean
/-- The logarithm of the reduced gradient of `n0 exp(-k r^(j+1))` in closed form, for `n0, k, r >
0`. -/
theorem log_reducedGradient {n0 k r : ℝ} (hn0 : 0 < n0) (hk : 0 < k) (hr : 0 < r) (j : ℕ) :
    Real.log (reducedGradient (tailDensity n0 k (j + 1)) r) =
      Real.log (k * ((j : ℝ) + 1)) + j * Real.log r + (k * r ^ (j + 1) - Real.log n0) / 3 := by
  have hN : 0 < tailDensity n0 k (j + 1) r := mul_pos hn0 (Real.exp_pos _)
  have hlog : Real.log (tailDensity n0 k (j + 1) r) = Real.log n0 - k * r ^ (j + 1) := by
    simp only [tailDensity]
    rw [Real.log_mul hn0.ne' (Real.exp_pos _).ne', Real.log_exp]
    ring
  unfold reducedGradient
  rw [abs_deriv_tailDensity hn0 hk hr, Real.log_div (by positivity) (by positivity),
    Real.log_mul (by positivity) hN.ne', Real.log_mul (by positivity) (by positivity),
    Real.log_pow, Real.log_rpow hN, hlog]
  ring
```

## The limit −m

For any constant $c$, dividing the formula by $r^{j+1}$ gives

$$\frac{\log x+c}{r^{j+1}}=\frac k3+\frac{\log(k(j+1))-\tfrac13\log n_0+c}{r^{j+1}}+j\,\frac{\log r}{r^{j+1}}\longrightarrow\frac k3 .$$

Taking $c=0$ shows that $\log x\to\infty$, and hence $x\to\infty$. Taking $c=0$ and $c=\log3$ traps $\operatorname{arsinh}x/r^{j+1}$ between two quantities with the same limit, so it also tends to $k/3$. Finally, $r|n'|/n=k(j+1)r^{j+1}$, and therefore

$$\frac{r\,|n'|/n}{\operatorname{arsinh}x}\longrightarrow\frac{k(j+1)}{k/3}=3(j+1).$$

The general tail theorem with $L=j+1=m$ gives $r\,v\to-m$. The rate $k$ cancels because the logarithmic gradient and the leading term of $\log x$ are both proportional to it.

The remaining case $m=0$ is the uniform density $n_0e^{-k}$. Its derivative is zero, so $x=0$ and $v=0$ everywhere, in agreement with the limit $-0=0$.

`lb94_tail` states the result for all natural $m$ and all positive $n_0,k,b$. Its proof treats $m=0$ first. For $m=j+1$, `hlx` is the limit with the free constant $c$, `hX` is the divergence of $x$, and `hA` is the squeeze for arsinh. The last lines compute the ratio and supply it to `lb94_tail_of_log_gradient`.

```lean
/-- For the density `n0 exp(-k r^m)`, `r` times the LB94 correction tends to `-m`, for all positive
`n0`, `k` and `b`. -/
theorem lb94_tail {n0 k b : ℝ} (hn0 : 0 < n0) (hk : 0 < k) (hb : 0 < b) (m : ℕ) :
    Tendsto (fun r => r * lb94Correction b (tailDensity n0 k m) r) atTop (𝓝 (-(m : ℝ))) := by
  rcases m with _ | j
  · -- a uniform density has no gradient and no correction
    have h0 : ∀ r, deriv (tailDensity n0 k 0) r = 0 := by
      intro r
      have hc : tailDensity n0 k 0 = fun _ => n0 * Real.exp (-k) := by
        funext s
        simp [tailDensity]
      rw [hc]
      exact deriv_const r _
    simp [lb94Correction, reducedGradient, h0]
  have hN : ∀ r, 0 < tailDensity n0 k (j + 1) r := fun r => mul_pos hn0 (Real.exp_pos _)
  have hpow : Tendsto (fun r : ℝ => r ^ (j + 1)) atTop atTop :=
    tendsto_pow_atTop (Nat.succ_ne_zero j)
  have hinv := tendsto_inv_atTop_zero.comp hpow
  have hlog : Tendsto (fun r : ℝ => Real.log r / r ^ (j + 1)) atTop (𝓝 0) := by
    have hp : (0 : ℝ) < ((j + 1 : ℕ) : ℝ) := by positivity
    have h := (isLittleO_log_rpow_atTop hp).tendsto_div_nhds_zero
    simpa only [Real.rpow_natCast] using h
  -- log x grows like k r^m / 3, up to any constant
  have hlx : ∀ c : ℝ, Tendsto (fun r =>
      (Real.log (reducedGradient (tailDensity n0 k (j + 1)) r) + c) / r ^ (j + 1))
      atTop (𝓝 (k / 3)) := by
    intro c
    have h := ((hinv.const_mul (Real.log (k * ((j : ℝ) + 1)) - Real.log n0 / 3 + c)).add
      (hlog.const_mul (j : ℝ))).add_const (k / 3)
    simp only [mul_zero, zero_add] at h
    refine h.congr' ?_
    filter_upwards [eventually_gt_atTop 0] with r hr
    rw [log_reducedGradient hn0 hk hr]
    have hp : r ^ (j + 1) ≠ 0 := by positivity
    simp only [Function.comp_apply]
    generalize r ^ (j + 1) = p at hp ⊢
    generalize Real.log (k * ((j : ℝ) + 1)) = u
    field_simp
    ring
  have hX : Tendsto (reducedGradient (tailDensity n0 k (j + 1))) atTop atTop := by
    have h := hpow.atTop_mul_pos (by positivity : 0 < k / 3) (hlx 0)
    refine (Real.tendsto_exp_atTop.comp h).congr' ?_
    filter_upwards [eventually_gt_atTop 0] with r hr
    have hNr := hN r
    have hpos : 0 < reducedGradient (tailDensity n0 k (j + 1)) r := by
      unfold reducedGradient
      rw [abs_deriv_tailDensity hn0 hk hr]
      positivity
    have hp : r ^ (j + 1) ≠ 0 := by positivity
    simp only [Function.comp_apply]
    rw [add_zero, mul_div_assoc', mul_div_cancel_left₀ _ hp, Real.exp_log hpos]
  -- arsinh x is squeezed between log x and log x + log 3
  have hA : Tendsto (fun r =>
      Real.arsinh (reducedGradient (tailDensity n0 k (j + 1)) r) / r ^ (j + 1))
      atTop (𝓝 (k / 3)) := by
    refine tendsto_of_tendsto_of_tendsto_of_le_of_le' (hlx 0) (hlx (Real.log 3)) ?_ ?_
    all_goals
      filter_upwards [hX.eventually_ge_atTop 1, eventually_gt_atTop 0] with r h1 hr
      have hb' := arsinh_log_bounds h1
      exact div_le_div_of_nonneg_right (by linarith [hb'.1, hb'.2]) (by positivity)
  refine lb94_tail_of_log_gradient hb (Eventually.of_forall hN) hX ?_
  have h := (tendsto_const_nhds (x := k * ((j : ℝ) + 1))).div hA (by positivity)
  rw [show k * ((j : ℝ) + 1) / (k / 3) = 3 * ((j + 1 : ℕ) : ℝ) by
    push_cast
    field_simp] at h
  refine h.congr' ?_
  filter_upwards [hX.eventually_ge_atTop 1, eventually_gt_atTop 0] with r h1 hr
  have hs : 0 < Real.arsinh (reducedGradient (tailDensity n0 k (j + 1)) r) :=
    Real.arsinh_pos_iff.2 (by linarith)
  simp only [Pi.div_apply]
  rw [abs_deriv_tailDensity hn0 hk hr, mul_div_cancel_right₀ _ (hN r).ne', pow_succ]
  field_simp
```

## Which member of the family gives −1/r

A function has at most one limit as $r\to\infty$. If $r\,v\to-1$ and also $r\,v\to-m$, then $m=1$. Conversely, $m=1$ gives $-1$ by the previous theorem. Within this family the correction thus has the Coulomb tail $-1/r$ for the simple exponential and for no other $m$.

The equivalence compares only these densities. A real atomic density usually carries a power of $r$ in front of its exponential, and a density built from many basis functions is a sum; neither is in the family. `lb94_tail_of_log_gradient` can be applied to such a density once its hypotheses have been established for it.

```lean
/-- Among the densities `n0 exp(-k r^m)` with `n0, k > 0`, the LB94 correction with `b > 0` has the
tail `-1/r` exactly for the simple exponential, `m = 1`. -/
theorem lb94_coulomb_tail_iff {n0 k b : ℝ} (hn0 : 0 < n0) (hk : 0 < k) (hb : 0 < b) (m : ℕ) :
    Tendsto (fun r => r * lb94Correction b (tailDensity n0 k m) r) atTop (𝓝 (-1)) ↔ m = 1 := by
  constructor
  · intro h
    have e := neg_injective (tendsto_nhds_unique (lb94_tail hn0 hk hb m) h)
    exact_mod_cast e
  · rintro rfl
    simpa only [Nat.cast_one] using lb94_tail hn0 hk hb 1
```

## Adding a local exchange term

The correction is not used alone. Local exchange contributes a term $-C\,n^{1/3}$, where $C$ is the coefficient of the exchange potential of the uniform electron gas. For $m=1$, put $y=kr/3$. Then

$$r\,n^{1/3}=n_0^{1/3}\,r\,e^{-kr/3}=n_0^{1/3}\,\frac3k\,y\,e^{-y}\longrightarrow0 .$$

The local term decays exponentially and makes no contribution to the tail, so

$$r\left(-C\,n^{1/3}+v\right)\longrightarrow-1 .$$

The theorem holds for every real $C$, so the numerical value of the exchange coefficient plays no part. A local correlation term is not included. In the proof, `hlin` says that $y\to\infty$, `hc` rewrites the cube root of the density as an exponential, and `h` adds the vanishing local part to the limit $-1$ of the correction.

The statement concerns the limit alone: it gives no distance beyond which $-1/r$ is a good approximation, and it says nothing about the potential near the nucleus.

```lean
/-- For an exponential density, a local exchange term `-C n^(1/3)` plus the LB94 correction with `b
> 0` gives a potential which, multiplied by `r`, tends to `-1`. -/
theorem lb94_full_potential_tail {n0 k b : ℝ} (hn0 : 0 < n0) (hk : 0 < k) (hb : 0 < b) (C : ℝ) :
    Tendsto (fun r => r * (-C * (tailDensity n0 k 1 r) ^ (1 / 3 : ℝ) +
      lb94Correction b (tailDensity n0 k 1) r)) atTop (𝓝 (-1)) := by
  have hlin : Tendsto (fun r : ℝ => k / 3 * r) atTop atTop :=
    tendsto_id.const_mul_atTop (by positivity)
  -- the local term decays exponentially
  have h := (((Real.tendsto_pow_mul_exp_neg_atTop_nhds_zero 1).comp hlin).const_mul
    (-C * n0 ^ (1 / 3 : ℝ) * (3 / k))).add ((lb94_coulomb_tail_iff hn0 hk hb 1).2 rfl)
  rw [mul_zero, zero_add] at h
  refine h.congr fun r => ?_
  have hc : (tailDensity n0 k 1 r) ^ (1 / 3 : ℝ) =
      n0 ^ (1 / 3 : ℝ) * Real.exp (-(k / 3 * r)) := by
    simp only [tailDensity]
    rw [Real.mul_rpow hn0.le (Real.exp_pos _).le, ← Real.exp_mul,
      show -(k * r ^ 1) * (1 / 3) = -(k / 3 * r) by ring]
  have hk3 : 3 / k * (k / 3 * r) = r := by field_simp
  simp only [Function.comp_apply]
  rw [hc]
  linear_combination (-C * n0 ^ (1 / 3 : ℝ) * Real.exp (-(k / 3 * r))) * hk3

end

end LB94Tail
```

```lean
#print axioms LB94Tail.lb94_tail
-- 'LB94Tail.lb94_tail' depends on axioms: [propext, Classical.choice, Quot.sound]
#print axioms LB94Tail.lb94_full_potential_tail
-- 'LB94Tail.lb94_full_potential_tail' depends on axioms: [propext, Classical.choice, Quot.sound]
```
